# For real q in atomic units, the moment expansion of the hydrogen 1s form factor sums to it exactly when |q| < 2

Q: Which definitions and units are you using?

A: Atomic units: \(r\) is in bohr and the momentum transfer \(q\), a real number, in inverse bohr.

In Lean 4 with Mathlib:

```lean
import Mathlib

open MeasureTheory Set Filter
open scoped Nat Topology

namespace HydrogenFormFactor

noncomputable section
```

The orbital is \(\psi(r)=e^{-r}/\sqrt\pi\), entered as a known function and not derived from the Schrödinger equation.

```lean
/-- The hydrogen 1s orbital in atomic units, as a function of the distance from the nucleus. -/
def orbital (r : ℝ) : ℝ := Real.exp (-r) / Real.sqrt Real.pi
```

The radial density includes the shell area, \(\rho(r)=4\pi r^2\psi(r)^2\).

```lean
/-- The radial probability density of the 1s electron. -/
def radialDensity (r : ℝ) : ℝ := 4 * Real.pi * r ^ 2 * orbital r ^ 2
```

Q: Are the moments simply declared to be factorials?

A: No. `moment n` is the integral \(\langle r^n\rangle=\int_0^\infty r^n\rho(r)\,dr\), with `Ioi 0` denoting \(r>0\).

```lean
/-- The expectation value of `r ^ n` in the 1s state. -/
def moment (n : ℕ) : ℝ := ∫ r in Ioi (0 : ℝ), r ^ n * radialDensity r
```

Q: And the form factor?

A: Averaging a plane wave over directions gives
\[
\tfrac12\int_{-1}^{1}e^{iqru}\,du=\frac{\sin(qr)}{qr}.
\]
The file starts from this averaged kernel, `Real.sinc`, which equals 1 at zero, and sets \(F(q)=\int_0^\infty\rho(r)\,\mathrm{sinc}(qr)\,dr\).

```lean
/-- The elastic form factor at momentum transfer `q`: the radial density integrated against
the spherically averaged plane wave `sin (q r) / (q r)`. -/
def formFactor (q : ℝ) : ℝ := ∫ r in Ioi (0 : ℝ), radialDensity r * Real.sinc (q * r)
```

Expanding sinc in powers of \(qr\) and integrating term by term suggests the series with terms
\[
t_k=\frac{(-1)^kq^{2k}\langle r^{2k}\rangle}{(2k+1)!},\qquad k=0,1,2,\dots
\]

```lean
/-- The `k`-th term of the moment expansion of the form factor. -/
def momentTerm (q : ℝ) (k : ℕ) : ℝ :=
  (-1) ^ k * q ^ (2 * k) * moment (2 * k) / ((2 * k + 1)! : ℝ)
```

Q: That interchange of sum and integral is what I distrust.

A: It only motivates the definition. The proof evaluates the series and the integral separately, then compares them. First, squaring the orbital cancels \(\pi\), so \(\rho(r)=4r^2e^{-2r}\).

```lean
/-- The radial density of the 1s state is `4 r² exp (-2r)`. -/
theorem radialDensity_eq (r : ℝ) : radialDensity r = 4 * r ^ 2 * Real.exp (-(2 * r)) := by
  have hE : Real.exp (-r) ^ 2 = Real.exp (-(2 * r)) := by
    rw [sq, ← Real.exp_add]
    congr 1
    ring
  have hpi : Real.pi ≠ 0 := Real.pi_ne_zero
  unfold radialDensity orbital
  rw [div_pow, Real.sq_sqrt Real.pi_pos.le, hE]
  field_simp
```

Euler's integral then gives
\[
\langle r^n\rangle=4\int_0^\infty r^{n+2}e^{-2r}\,dr
=\frac{4\,(n+2)!}{2^{n+3}}=\frac{(n+2)!}{2^{n+1}}.
\]
At \(n=0\) this is 1, so the density is normalised. In the proof, `hG` is Euler's integral and `hr` rewrites the integrand.

```lean
/-- The moments of the 1s state are `⟨r ^ n⟩ = (n + 2)! / 2 ^ (n + 1)`. -/
theorem moment_eq (n : ℕ) : moment n = ((n + 2)! : ℝ) / 2 ^ (n + 1) := by
  -- Euler's Gamma integral at an integer argument
  have hG : ∀ m : ℕ, ∫ r in Ioi (0 : ℝ), r ^ m * Real.exp (-(2 * r))
      = (m ! : ℝ) / 2 ^ (m + 1) := by
    intro m
    have h := Real.integral_rpow_mul_exp_neg_mul_Ioi (a := (m : ℝ) + 1) (r := 2)
      (by positivity) (by norm_num)
    simp only [add_sub_cancel_right, Real.rpow_natCast, Real.Gamma_nat_eq_factorial] at h
    have e : (m : ℝ) + 1 = ((m + 1 : ℕ) : ℝ) := by simp
    rw [e, Real.rpow_natCast] at h
    rw [h, div_pow, one_pow]
    ring
  have hr : ∀ r : ℝ, r ^ n * radialDensity r
      = 4 * (r ^ (n + 2) * Real.exp (-(2 * r))) := by
    intro r
    rw [radialDensity_eq]
    ring
  unfold moment
  simp only [hr]
  rw [integral_const_mul, hG]
  ring
```

Q: What becomes of the factorials in the series?

A: They cancel. Since \((2k+2)!=(2k+2)(2k+1)!\) and \(2^{2k+1}=2\cdot4^k\),
\[
t_k=(-1)^kq^{2k}\,\frac{2k+2}{2\cdot4^k}=(k+1)\left(-\frac{q^2}{4}\right)^k.
\]
These two identities are `h3` and `h2`.

```lean
/-- The terms of the moment expansion are `(k + 1) (-q² / 4) ^ k`. -/
theorem momentTerm_eq (q : ℝ) (k : ℕ) :
    momentTerm q k = ((k : ℝ) + 1) * (-(q ^ 2 / 4)) ^ k := by
  have h1 : (-(q ^ 2 / 4)) ^ k = (-1) ^ k * (q ^ (2 * k) / 4 ^ k) := by
    rw [neg_pow, div_pow, ← pow_mul]
  have h2 : (2 : ℝ) ^ (2 * k + 1) = 2 * 4 ^ k := by
    rw [pow_succ, pow_mul, show (2 : ℝ) ^ 2 = 4 by norm_num]
    ring
  have h3 : ((2 * k + 2)! : ℝ) = (2 * (k : ℝ) + 2) * ((2 * k + 1)! : ℝ) := by
    have := Nat.factorial_succ (2 * k + 1)
    exact_mod_cast this
  have hF : ((2 * k + 1)! : ℝ) ≠ 0 := by positivity
  unfold momentTerm
  rw [moment_eq, h1, h2, h3, div_eq_iff hF]
  ring
```

Q: So where does the threshold come from?

A: Put \(x=-q^2/4\). If \(|q|<2\), then \(|x|<1\), and
\[
\sum_k(k+1)x^k=\frac{x}{(1-x)^2}+\frac1{1-x}=\frac1{(1-x)^2}=\frac{16}{(4+q^2)^2}.
\]
If \(|q|\ge2\), every term has \(|t_k|\ge1\), whereas the terms of a summable series tend to zero.

The theorem states both parts: `Summable (momentTerm q)` holds exactly for \(|q|<2\), and `HasSum` supplies the value there. In the proof, `hsum` adds the two series and `hbig` shows that for \(|q|\ge2\) the absolute value of every term is at least 1.

```lean
/-- The moment expansion of the 1s form factor is summable exactly for `|q| < 2`, and its sum
is then `16 / (4 + q²)²`. -/
theorem moment_expansion (q : ℝ) :
    (Summable (momentTerm q) ↔ |q| < 2) ∧
      (|q| < 2 → HasSum (momentTerm q) (16 / (4 + q ^ 2) ^ 2)) := by
  have hfun : momentTerm q = fun k : ℕ => ((k : ℝ) + 1) * (-(q ^ 2 / 4)) ^ k :=
    funext (momentTerm_eq q)
  have hsum : |q| < 2 → HasSum (momentTerm q) (16 / (4 + q ^ 2) ^ 2) := by
    intro hq
    have hx : ‖-(q ^ 2 / 4)‖ < 1 := by
      rw [norm_neg, Real.norm_eq_abs, abs_of_nonneg (by positivity)]
      nlinarith [sq_abs q, abs_nonneg q]
    -- add the geometric series and the series weighted by k
    have h := (hasSum_coe_mul_geometric_of_norm_lt_one hx).add
      (hasSum_geometric_of_norm_lt_one hx)
    have hD : (4 + q ^ 2 : ℝ) ≠ 0 := by positivity
    have hv : -(q ^ 2 / 4) / (1 - -(q ^ 2 / 4)) ^ 2 + (1 - -(q ^ 2 / 4))⁻¹
        = 16 / (4 + q ^ 2) ^ 2 := by
      rw [show 1 - -(q ^ 2 / 4) = (4 + q ^ 2) / 4 by ring]
      field_simp
      ring
    rw [hv] at h
    have hk : (fun k : ℕ => ((k : ℝ) + 1) * (-(q ^ 2 / 4)) ^ k)
        = fun k : ℕ => (k : ℝ) * (-(q ^ 2 / 4)) ^ k + (-(q ^ 2 / 4)) ^ k := by
      funext k
      ring
    rw [hfun, hk]
    exact h
  refine ⟨⟨fun hs => ?_, fun hq => (hsum hq).summable⟩, hsum⟩
  by_contra hq
  have hq2 : 2 ≤ |q| := not_lt.mp hq
  have hx : 1 ≤ q ^ 2 / 4 := by nlinarith [sq_abs q, abs_nonneg q]
  -- outside the disc no term is smaller than one in absolute value
  have hbig : ∀ k, 1 ≤ |momentTerm q k| := by
    intro k
    have hk : (0 : ℝ) ≤ k := Nat.cast_nonneg k
    have hp : 1 ≤ (q ^ 2 / 4) ^ k := one_le_pow₀ hx
    rw [momentTerm_eq, abs_mul, abs_pow, abs_neg, abs_of_nonneg (by positivity : 0 ≤ q ^ 2 / 4),
      abs_of_nonneg (by positivity : (0 : ℝ) ≤ (k : ℝ) + 1)]
    nlinarith
  have h0 := ge_of_tendsto' hs.tendsto_atTop_zero.abs hbig
  rw [abs_zero] at h0
  linarith
```

Q: Show me numbers.

A: At \(q=1\) the terms are \(1,-\tfrac12,\tfrac3{16},-\tfrac1{16},\dots\), with partial sums \(1,\ 0.5,\ 0.6875,\ 0.625,\dots\) approaching \(16/25=0.64\).

Q: And if I ignore the condition \(|q|<2\)?

A: Take \(q=2\). The terms are \(1,-2,3,-4,\dots\) and the partial sums \(1,-1,2,-2,\dots\), although the closed expression equals \(1/4\).

Q: Is \(1/4\) still the physical form factor at \(q=2\)?

A: Yes, and that needs the integral itself. For complex \(s\) with \(\operatorname{Re}s>0\),
\[
\int_0^\infty re^{-sr}\,dr
=\left[-\left(\frac rs+\frac1{s^2}\right)e^{-sr}\right]_0^\infty=\frac1{s^2}.
\]
Here `hint` proves integrability by comparison with the modulus, `hd` differentiates the antiderivative, and `hlim` shows that it vanishes at infinity.

```lean
/-- The Laplace transform of `r` at a complex decay rate `s` with positive real part
is `1 / s²`. -/
theorem integral_mul_cexp {s : ℂ} (hs : 0 < s.re) :
    ∫ r in Ioi (0 : ℝ), (r : ℂ) * Complex.exp (-(s * r)) = 1 / s ^ 2 := by
  have hs0 : s ≠ 0 := by
    rintro rfl
    simp at hs
  have hc : (s.re : ℂ) ≠ 0 := by exact_mod_cast hs.ne'
  have hre : ∀ t : ℝ, (-(s * (t : ℂ))).re = -(s.re * t) := by intro t; simp
  -- the real integrand with the same modulus is integrable
  have hreal : Integrable (fun t : ℝ => t ^ ((2 : ℝ) - 1) * Real.exp (-(s.re * t)))
      (volume.restrict (Ioi 0)) := by
    by_contra h
    have h' := Real.integral_rpow_mul_exp_neg_mul_Ioi (a := 2) (by norm_num) hs
    rw [integral_undef h] at h'
    have := mul_pos (Real.rpow_pos_of_pos (one_div_pos.mpr hs) 2)
      (Real.Gamma_pos_of_pos (by norm_num : (0 : ℝ) < 2))
    linarith
  have hint : Integrable (fun t : ℝ => (t : ℂ) * Complex.exp (-(s * t)))
      (volume.restrict (Ioi 0)) := by
    refine hreal.mono' (Continuous.aestronglyMeasurable (by fun_prop))
      ((ae_restrict_iff' measurableSet_Ioi).2 (ae_of_all _ fun t ht => ?_))
    have ht0 : 0 < t := ht
    have hn : ‖(t : ℂ) * Complex.exp (-(s * t))‖
        = t ^ ((2 : ℝ) - 1) * Real.exp (-(s.re * t)) := by
      rw [norm_mul, Complex.norm_exp, hre, Complex.norm_real, Real.norm_of_nonneg ht0.le,
        show (2 : ℝ) - 1 = 1 by norm_num, Real.rpow_one]
    exact hn.le
  -- an explicit antiderivative, which vanishes at infinity
  have hd : ∀ t : ℝ, HasDerivAt
      (fun t : ℝ => -((t : ℂ) / s + 1 / s ^ 2) * Complex.exp (-(s * t)))
      ((t : ℂ) * Complex.exp (-(s * t))) t := by
    intro t
    have hid : HasDerivAt (fun t : ℝ => (t : ℂ)) 1 t := by
      simpa using (hasDerivAt_id t).ofReal_comp
    refine (((hid.div_const s).add_const (1 / s ^ 2)).fun_neg.fun_mul
      (hid.const_mul s).fun_neg.cexp).congr_deriv ?_
    generalize Complex.exp (-(s * (t : ℂ))) = E
    field_simp
    ring
  have hG : ∀ n : ℕ, Tendsto (fun t : ℝ => ((s.re * t : ℝ) : ℂ) ^ n * Complex.exp (-(s * t)))
      atTop (𝓝 0) := by
    intro n
    have h := ((Real.tendsto_pow_mul_exp_neg_atTop_nhds_zero n).comp
      (tendsto_id.const_mul_atTop hs)).norm
    rw [norm_zero] at h
    rw [tendsto_zero_iff_norm_tendsto_zero]
    refine h.congr fun t => ?_
    change ‖(s.re * t) ^ n * Real.exp (-(s.re * t))‖ = _
    rw [norm_mul, norm_mul, norm_pow, norm_pow, Complex.norm_real, Complex.norm_exp, hre,
      Real.norm_of_nonneg (Real.exp_pos _).le]
  have hlim : Tendsto (fun t : ℝ => -((t : ℂ) / s + 1 / s ^ 2) * Complex.exp (-(s * t)))
      atTop (𝓝 0) := by
    have h := ((hG 1).const_mul (-(1 / (s * s.re)))).sub ((hG 0).const_mul (1 / s ^ 2))
    simp only [mul_zero, sub_zero] at h
    refine h.congr fun t => ?_
    generalize Complex.exp (-(s * (t : ℂ))) = E
    push_cast
    field_simp
    ring
  rw [integral_Ioi_of_hasDerivAt_of_tendsto' (fun t _ => hd t) hint hlim]
  simp
```

For \(q\ne0\), set \(s=2-iq\):
\[
F(q)=\frac4q\int_0^\infty re^{-2r}\sin(qr)\,dr
=\frac4q\operatorname{Im}\frac{(2+iq)^2}{(4+q^2)^2}
=\frac{16}{(4+q^2)^2}.
\]
At \(q=0\), normalisation gives \(F(0)=1\), as the formula requires. In the proof, `hpt` identifies the integrand as an imaginary part, `him` takes the imaginary part outside the integral, and `hval` splits \(1/s^2\) into real and imaginary parts.

```lean
/-- The 1s form factor equals `16 / (4 + q²)²` at every real momentum transfer. -/
theorem formFactor_eq (q : ℝ) : formFactor q = 16 / (4 + q ^ 2) ^ 2 := by
  by_cases hq : q = 0
  · subst hq
    have h : formFactor 0 = moment 0 := by simp [formFactor, moment]
    rw [h, moment_eq]
    norm_num [Nat.factorial]
  have hs : (2 - (q : ℂ) * Complex.I) ≠ 0 := by
    intro h
    have := congrArg Complex.re h
    simp at this
  have hI := integral_mul_cexp (s := 2 - (q : ℂ) * Complex.I) (by simp)
  -- a non-zero integral certifies integrability
  have hint : Integrable (fun r : ℝ => (r : ℂ) *
      Complex.exp (-((2 - (q : ℂ) * Complex.I) * r))) (volume.restrict (Ioi 0)) := by
    by_contra h
    rw [integral_undef h] at hI
    exact one_div_ne_zero (pow_ne_zero 2 hs) hI.symm
  have him : ∫ r in Ioi (0 : ℝ), ((r : ℂ) *
      Complex.exp (-((2 - (q : ℂ) * Complex.I) * r))).im
      = (∫ r in Ioi (0 : ℝ), (r : ℂ) *
        Complex.exp (-((2 - (q : ℂ) * Complex.I) * r))).im := integral_im hint
  have hD : (4 + (q : ℂ) ^ 2) ≠ 0 := by
    exact_mod_cast (by positivity : (4 + q ^ 2 : ℝ) ≠ 0)
  have key : (4 - (q : ℂ) ^ 2 + 4 * q * Complex.I) * (2 - (q : ℂ) * Complex.I) ^ 2
      = (4 + (q : ℂ) ^ 2) ^ 2 := by
    linear_combination
      (-12 * (q : ℂ) ^ 2 - (q : ℂ) ^ 4 + 4 * (q : ℂ) ^ 3 * Complex.I) * Complex.I_sq
  have hval : 1 / (2 - (q : ℂ) * Complex.I) ^ 2 = (((4 - q ^ 2) / (4 + q ^ 2) ^ 2 : ℝ) : ℂ)
      + ((4 * q / (4 + q ^ 2) ^ 2 : ℝ) : ℂ) * Complex.I := by
    push_cast
    rw [div_eq_iff (pow_ne_zero 2 hs)]
    symm
    calc _ = ((4 - (q : ℂ) ^ 2 + 4 * q * Complex.I) * (2 - (q : ℂ) * Complex.I) ^ 2)
          / (4 + (q : ℂ) ^ 2) ^ 2 := by ring
      _ = 1 := by rw [key, div_self (pow_ne_zero 2 hD)]
  -- the form factor integrand is an imaginary part
  have hpt : ∀ r ∈ Ioi (0 : ℝ), radialDensity r * Real.sinc (q * r)
      = 4 / q * ((r : ℂ) * Complex.exp (-((2 - (q : ℂ) * Complex.I) * r))).im := by
    intro r hr
    have hr0 : r ≠ 0 := ne_of_gt hr
    have h1 : (-((2 - (q : ℂ) * Complex.I) * (r : ℂ))).re = -(2 * r) := by simp
    have h2 : (-((2 - (q : ℂ) * Complex.I) * (r : ℂ))).im = q * r := by simp
    rw [radialDensity_eq, Real.sinc_of_ne_zero (mul_ne_zero hq hr0), Complex.im_ofReal_mul,
      Complex.exp_im, h1, h2]
    field_simp
  unfold formFactor
  rw [setIntegral_congr_fun measurableSet_Ioi (fun r hr => hpt r hr), integral_const_mul,
    him, hI, hval]
  simp only [Complex.add_im, Complex.ofReal_im, Complex.im_ofReal_mul, Complex.I_im]
  field_simp
  norm_num
  ring
```

Q: Then the last statement connects the series to the scattering quantity?

A: Yes. `HasSum (momentTerm q) (formFactor q)` says that the series sums to the integral defining \(F(q)\), and this holds if and only if \(|q|<2\). The proof substitutes the closed form and applies the series theorem.

```lean
/-- The moment expansion converges to the 1s form factor if and only if `|q| < 2`. -/
theorem hasSum_formFactor_iff (q : ℝ) :
    HasSum (momentTerm q) (formFactor q) ↔ |q| < 2 := by
  rw [formFactor_eq]
  exact ⟨fun h => (moment_expansion q).1.mp h.summable, (moment_expansion q).2⟩

end

end HydrogenFormFactor
```

```lean
#print axioms HydrogenFormFactor.moment_expansion
-- 'HydrogenFormFactor.moment_expansion' depends on axioms: [propext, Classical.choice, Quot.sound]
#print axioms HydrogenFormFactor.hasSum_formFactor_iff
-- 'HydrogenFormFactor.hasSum_formFactor_iff' depends on axioms: [propext, Classical.choice, Quot.sound]
```

Q: What may I take from this for real scattering calculations?

A: For this one-electron, non-relativistic 1s density with a fixed point nucleus, the partial sums of the moment series approach the elastic form factor when \(|q|<2\) and do not converge when \(|q|\ge2\), even though the form factor is finite there and still equals \(16/(4+q^2)^2\). Other orbitals, many-electron atoms and inelastic scattering are not treated.
